# The hyperbolic tangent of a positive real number is strictly less than the number

The lemma `tanh_lt_self` states that tanh x < x for every real x > 0. It is an inequality about a real function, with no physical model or assumption beyond the positivity of x. The proof uses two earlier results: the ratio tanh x / x strictly decreases for positive x, and it tends to 1 as x tends to 0. The limit should bound the ratio at x/2 by 1, and since the ratio at x is strictly smaller than at x/2, it is less than 1. Multiplying by x then gives the claim.

Lean 4 with Mathlib refuses this proof:

```lean
import Mathlib

open Filter Topology Set

namespace TanhLtSelf

noncomputable section

/-- The ratio `tanh x / x` strictly decreases for positive `x`. -/
theorem tanh_div_self_strictAntiOn :
    StrictAntiOn (fun x : ℝ => Real.tanh x / x) (Ioi 0) := by
  have hd : ∀ x ∈ Ioi (0 : ℝ), HasDerivAt (fun x : ℝ => Real.tanh x / x)
      ((x - Real.sinh x * Real.cosh x) / (x * Real.cosh x) ^ 2) x := by
    intro x hx
    have hx' : x ≠ 0 := ne_of_gt hx
    have h := (Real.hasDerivAt_sinh x).fun_div
      ((hasDerivAt_id' x).fun_mul (Real.hasDerivAt_cosh x))
      (mul_ne_zero hx' (Real.cosh_pos x).ne')
    have he : (fun x : ℝ => Real.tanh x / x) =
        fun x => Real.sinh x / (x * Real.cosh x) := by
      funext y
      rw [Real.tanh_eq_sinh_div_cosh, div_div, mul_comm (Real.cosh y)]
    rw [he]
    refine h.congr_deriv ?_
    congr 1
    linear_combination x * Real.cosh_sq x
  refine strictAntiOn_of_deriv_neg (convex_Ioi 0)
    (fun x hx => (hd x hx).continuousAt.continuousWithinAt) (fun x hx => ?_)
  rw [interior_Ioi] at hx
  have hx0 : 0 < x := hx
  rw [(hd x hx).deriv]
  -- the sign follows from x < sinh x ≤ sinh x cosh x
  have h1 : x < Real.sinh x := Real.self_lt_sinh_iff.2 hx0
  have h2 := Real.one_le_cosh x
  have h3 := Real.cosh_pos x
  exact div_neg_of_neg_of_pos (by nlinarith) (by positivity)

/-- The ratio `tanh x / x` tends to one as `x` tends to zero. -/
theorem tendsto_tanh_div_self :
    Tendsto (fun x : ℝ => Real.tanh x / x) (𝓝[≠] 0) (𝓝 1) := by
  have h : HasDerivAt Real.tanh 1 0 := by
    have h0 := (Real.hasDerivAt_sinh 0).fun_div (Real.hasDerivAt_cosh 0)
      (Real.cosh_pos 0).ne'
    have he : Real.tanh = fun x => Real.sinh x / Real.cosh x :=
      funext Real.tanh_eq_sinh_div_cosh
    rw [he]
    exact h0.congr_deriv (by simp)
  refine h.tendsto_slope_zero.congr fun t => ?_
  simp only [zero_add, Real.tanh_zero, sub_zero, smul_eq_mul, div_eq_inv_mul]

/-- For positive `x`, `tanh x` lies strictly below `x`. -/
theorem tanh_lt_self {x : ℝ} (hx : 0 < x) : Real.tanh x < x := by
  have hx2 : 0 < x / 2 := by positivity
  -- compare with the value at x / 2, which is bounded by the limit at zero
  have h1 : Real.tanh (x / 2) / (x / 2) ≤ 1 := by
    refine ge_of_tendsto (tendsto_tanh_div_self.mono_left
      (nhdsWithin_mono 0 (fun y (hy : 0 < y) => ne_of_gt hy))) ?_
    filter_upwards [Ioo_mem_nhdsGT hx2] with y hy
    exact (tanh_div_self_strictAntiOn (mem_Ioi.2 hy.1) (mem_Ioi.2 hx2) hy.2).le
  have h2 : Real.tanh x / x < Real.tanh (x / 2) / (x / 2) :=
    tanh_div_self_strictAntiOn (mem_Ioi.2 hx2) (mem_Ioi.2 hx) (by linarith)
  have h3 := (div_lt_iff₀ hx).1 (h2.trans_le h1)
  linarith

end

end TanhLtSelf
```

The compiler's answer:

```
Main.lean:56:11: error(lean.synthInstanceFailed): failed to synthesize instance of type class
  (𝓝[Real.lt✝ 0] 0).NeBot

Hint: Type class instance resolution failures can be inspected with the `set_option trace.Meta.synthInstance true` command.
Main.lean:58:4: error: No goals to be solved
```

Diagnosis. The first error concerns the filter along which the limit is taken. `ge_of_tendsto` needs that filter to be nontrivial, which is the instance `NeBot`. The attempt never names the set within which y approaches 0, so Lean has to infer it from the annotation `hy : 0 < y`. It arrives at the unfolded predicate `Real.lt 0` instead of `Ioi 0`. The two describe the same positive numbers, but instance search does not recognise the unfolded form as the right-hand neighbourhood `𝓝[>] 0`, for which Mathlib has the instance.

The second error, at `filter_upwards`, follows from the first: after the failed `refine`, no goal was left for it to work on.

The repair states the limit separately as `hlim`, with the filter written as `𝓝[>] (0 : ℝ)`. This fixes the set as `Ioi 0`, so the instance is found and `refine` leaves the goal that `filter_upwards` expects. Replacing `ne_of_gt hy` with `hy.ne'` is mere tidying, as both prove that y is nonzero.

The change, after which it compiles:

```diff
@@ -54,6 +54,8 @@
   -- compare with the value at x / 2, which is bounded by the limit at zero
   have h1 : Real.tanh (x / 2) / (x / 2) ≤ 1 := by
-    refine ge_of_tendsto (tendsto_tanh_div_self.mono_left
-      (nhdsWithin_mono 0 (fun y (hy : 0 < y) => ne_of_gt hy))) ?_
+    have hlim : Tendsto (fun y : ℝ => Real.tanh y / y) (𝓝[>] (0 : ℝ)) (𝓝 1) :=
+      tendsto_tanh_div_self.mono_left
+        (nhdsWithin_mono 0 (fun y (hy : 0 < y) => hy.ne'))
+    refine ge_of_tendsto hlim ?_
     filter_upwards [Ioo_mem_nhdsGT hx2] with y hy
     exact (tanh_div_self_strictAntiOn (mem_Ioi.2 hy.1) (mem_Ioi.2 hx2) hy.2).le
```
